# Optimal positive scaling of one Newton sign step on [a, b], 0 < a ≤ b

For $0<a\le b$ and $m>0$, let
$$f_m(x)=\tfrac12\Bigl(mx+\frac1{mx}\Bigr),\qquad k=\frac1{\sqrt{ab}},\qquad W=\tfrac12\Bigl(\sqrt{a/b}+\sqrt{b/a}\Bigr).$$
Then $f_k$ maps $[a,b]$ exactly onto $[1,W]$. For every $m>0$, the larger of $f_m(a)$ and $f_m(b)$ is at least $W$, with equality only for $m=k$.

In a non-interacting or mean-field model of electrons with the chemical potential inside a gap, let $H$ be the one-particle Hamiltonian in an orthonormal basis, measured from the chemical potential. The zero-temperature one-particle density matrix is $(1-\operatorname{sign}H)/2$, and $f_m$ is what one scaled Newton step towards $\operatorname{sign}H$ does to a level $x$. Here $a$ is a lower bound on the distance of the levels from the chemical potential, and $b$ is an upper bound.

## Two endpoints at equal height

On positive arguments the step is at least one, because
$$f_m(x)-1=\frac{(mx-1)^2}{2mx}\ge 0.$$

To compare two steps, put $p=mx$ and $q=ly$, with $l,y>0$. Since $1/p-1/q=-(p-q)/(pq)$,
$$f_m(x)-f_l(y)=\frac{(p-q)(pq-1)}{2pq}.\tag{1}$$

With the scaling $k$ we have $k^2ab=1$, $ka=\sqrt{a/b}$ and $kb=\sqrt{b/a}$. These two scaled levels are reciprocal, so $f_k(a)=f_k(b)=W$.

For $a\le x\le b$, take $p=kb$ and $q=kx$ in (1). Then $p\ge q$ and $pq=k^2bx=x/a\ge1$, so $f_k(x)\le f_k(b)=W$. The value 1 is attained at $\sqrt{ab}$, which lies in $[a,b]$. By continuity, $f_k$ takes every value between 1 and $W$ on $[\sqrt{ab},b]$.

Now let $m\ne k$.

- If $m<k$, take $p=ma$ and $q=ka$. Then $p<q$ and $pq<k^2a^2=a/b\le1$. Both factors in (1) are negative, so $f_m(a)>W$.
- If $m>k$, take $p=mb$ and $q=kb$. Then $p>q$ and $pq>k^2b^2=b/a\ge1$, so $f_m(b)>W$.

For a matrix, the step is $\tfrac12(mH+m^{-1}H^{-1})$. If $Hv=xv$ with $x\neq0$ and $H$ is invertible, then $v=H^{-1}Hv=xH^{-1}v$, so $H^{-1}v=x^{-1}v$. The step therefore multiplies $v$ by $f_m(x)$. Since $f_m(-x)=-f_m(x)$, levels below the chemical potential obey the same bounds in modulus.

## The step, its scaling and its matrix form in Lean

```lean
import Mathlib

open Matrix Set

namespace ScaledNewtonSign

noncomputable section
```

The function $f_m(x)$ is `newtonStep m x`. Levels and scalings are plain real numbers; in physical units $m$ is an inverse energy.

```lean
/-- The Newton step for the sign function at the level `x`, with scaling `m`;
its domain is `m ≠ 0`, `x ≠ 0`. -/
def newtonStep (m x : ℝ) : ℝ := (m * x + 1 / (m * x)) / 2
```

The scaling $k$ and the value $W$ depend only on the two bounds.

```lean
/-- The inverse geometric mean of the spectral bounds `a` and `b`, for `0 < a` and `0 < b`. -/
def optScale (a b : ℝ) : ℝ := 1 / √(a * b)

/-- The number `(√(a/b) + √(b/a)) / 2` formed from spectral bounds `0 < a` and `0 < b`. -/
def worstValue (a b : ℝ) : ℝ := (√(a / b) + √(b / a)) / 2
```

The matrix step acts on a finite complex matrix. The only matrix inverse in it is $H^{-1}$. Lean assigns a value to `H⁻¹` even for singular `H`, so invertibility appears later as a hypothesis.

```lean
/-- The scaled Newton step for a matrix `H`, built from `H` and its inverse; its domain is `m ≠ 0`
and `H` invertible. -/
def matrixStep {n : Type*} [Fintype n] [DecidableEq n] (m : ℝ) (H : Matrix n n ℂ) :
    Matrix n n ℂ :=
  (1 / 2 : ℂ) • ((m : ℂ) • H + (m : ℂ)⁻¹ • H⁻¹)
```

## Identities for a single level

Oddness will carry the bounds to negative levels.

```lean
/-- The Newton step is odd in the level. -/
theorem newtonStep_neg (m x : ℝ) : newtonStep m (-x) = -newtonStep m x := by
  unfold newtonStep
  rw [mul_neg, one_div_neg_eq_neg_one_div]
  ring
```

The lower bound is the perfect square above: `field_simp` and `ring` verify the identity, and `positivity` gives the sign.

```lean
/-- With positive scaling, a positive level is sent to a value of at least one. -/
theorem one_le_newtonStep {m x : ℝ} (hm : 0 < m) (hx : 0 < x) : 1 ≤ newtonStep m x := by
  have h : newtonStep m x - 1 = (m * x - 1) ^ 2 / (2 * (m * x)) := by
    unfold newtonStep
    field_simp
    ring
  have h0 : 0 ≤ (m * x - 1) ^ 2 / (2 * (m * x)) := by positivity
  linarith
```

The next lemma is (1), with Lean's `k` standing for the arbitrary second scaling $l$.

```lean
/-- The difference of two Newton steps factorises in the scaled levels. -/
theorem newtonStep_sub {m x k y : ℝ} (hm : 0 < m) (hx : 0 < x) (hk : 0 < k) (hy : 0 < y) :
    newtonStep m x - newtonStep k y =
      (m * x - k * y) * (m * x * (k * y) - 1) / (2 * (m * x * (k * y))) := by
  unfold newtonStep
  field_simp
  ring
```

The relation $k^2ab=1$ is recorded together with $k>0$.

```lean
/-- The scaling `optScale a b` is positive and its square is the inverse of `a * b`. -/
theorem optScale_spec {a b : ℝ} (ha : 0 < a) (hb : 0 < b) :
    0 < optScale a b ∧ optScale a b ^ 2 * (a * b) = 1 := by
  have hab : 0 < a * b := mul_pos ha hb
  unfold optScale
  refine ⟨by positivity, ?_⟩
  rw [div_pow, one_pow, Real.sq_sqrt hab.le, one_div_mul_cancel hab.ne']
```

For the endpoint values, the proof splits every root into $\sqrt a$ and $\sqrt b$. The facts `h1` and `h2` are $ka=\sqrt a/\sqrt b$ and $kb=\sqrt b/\sqrt a$.

```lean
/-- With the scaling `optScale a b`, both spectral bounds are sent to `worstValue a b`. -/
theorem newtonStep_endpoints {a b : ℝ} (ha : 0 < a) (hb : 0 < b) :
    newtonStep (optScale a b) a = worstValue a b ∧
      newtonStep (optScale a b) b = worstValue a b := by
  have hs : 0 < √a := Real.sqrt_pos.2 ha
  have ht : 0 < √b := Real.sqrt_pos.2 hb
  have h1 : 1 / (√a * √b) * a = √a / √b := by
    rw [div_mul_eq_mul_div, one_mul, div_eq_div_iff (mul_pos hs ht).ne' ht.ne']
    linear_combination (-√b) * Real.mul_self_sqrt ha.le
  have h2 : 1 / (√a * √b) * b = √b / √a := by
    rw [div_mul_eq_mul_div, one_mul, div_eq_div_iff (mul_pos hs ht).ne' hs.ne']
    linear_combination (-√a) * Real.mul_self_sqrt hb.le
  unfold newtonStep optScale worstValue
  rw [Real.sqrt_mul ha.le, Real.sqrt_div ha.le, Real.sqrt_div hb.le, h1, h2,
    one_div_div, one_div_div]
  exact ⟨rfl, by ring⟩
```

## The exact image of the interval

In the theorem below, `newtonStep (optScale a b) '' Icc a b` is the set of values taken on $[a,b]$. The equality of sets is proved as two inclusions. The first uses (1), with `h1` and `h2` giving the signs of $p-q$ and $pq-1$. The second locates $\sqrt{ab}$ in the interval and applies the intermediate value theorem between it and $b$.

```lean
/-- With the scaling `optScale a b`, the Newton step maps the interval `[a, b]` exactly
onto `[1, worstValue a b]`. -/
theorem image_newtonStep {a b : ℝ} (ha : 0 < a) (hab : a ≤ b) :
    newtonStep (optScale a b) '' Icc a b = Icc 1 (worstValue a b) := by
  have hb : 0 < b := ha.trans_le hab
  obtain ⟨hk, hk2⟩ := optScale_spec ha hb
  have hB := (newtonStep_endpoints ha hb).2
  apply Subset.antisymm
  · rintro _ ⟨x, hx, rfl⟩
    have hx0 : 0 < x := ha.trans_le hx.1
    refine ⟨one_le_newtonStep hk hx0, ?_⟩
    -- compare the value at `x` with the value at the upper bound
    have hd := newtonStep_sub hk hb hk hx0
    have h1 : 0 ≤ optScale a b * b - optScale a b * x := by
      rw [← mul_sub]
      exact mul_nonneg hk.le (sub_nonneg.2 hx.2)
    have h2 : 0 ≤ optScale a b * b * (optScale a b * x) - 1 := by
      have h3 : 0 ≤ optScale a b ^ 2 * b * (x - a) :=
        mul_nonneg (by positivity) (sub_nonneg.2 hx.1)
      linarith
    have h4 := div_nonneg (mul_nonneg h1 h2)
      (show 0 ≤ 2 * (optScale a b * b * (optScale a b * x)) by positivity)
    linarith
  · -- the value one is taken at the geometric mean; continuity fills the interval
    have hc0 : 0 < √(a * b) := Real.sqrt_pos.2 (mul_pos ha hb)
    have hac : a ≤ √(a * b) := (Real.le_sqrt' ha).2 (by nlinarith)
    have hcb : √(a * b) ≤ b := Real.sqrt_le_iff.2 ⟨hb.le, by nlinarith⟩
    have hone : newtonStep (optScale a b) (√(a * b)) = 1 := by
      unfold newtonStep optScale
      rw [one_div_mul_cancel hc0.ne']
      norm_num
    have hcont : ContinuousOn (newtonStep (optScale a b)) (Icc (√(a * b)) b) := by
      unfold newtonStep
      refine ContinuousOn.div_const (ContinuousOn.add (by fun_prop)
        (ContinuousOn.div (by fun_prop) (by fun_prop) ?_)) 2
      intro x hx
      exact (mul_pos hk (hc0.trans_le hx.1)).ne'
    have hivt := intermediate_value_Icc hcb hcont
    rw [hone, hB] at hivt
    exact hivt.trans (image_mono (Icc_subset_Icc_left hac))
```

## Every other positive scaling is worse

The two cases are those of the derivation. In each, `h3` and `h4` add up to the required sign of $pq-1$ once $k^2ab=1$ is inserted.

```lean
/-- Every positive scaling other than `optScale a b` gives a value strictly above
`worstValue a b` at one of the two spectral bounds. -/
theorem worstValue_lt_of_ne {a b m : ℝ} (ha : 0 < a) (hab : a ≤ b) (hm : 0 < m)
    (hne : m ≠ optScale a b) :
    worstValue a b < max (newtonStep m a) (newtonStep m b) := by
  have hb : 0 < b := ha.trans_le hab
  obtain ⟨hk, hk2⟩ := optScale_spec ha hb
  obtain ⟨hA, hB⟩ := newtonStep_endpoints ha hb
  set k := optScale a b
  rcases lt_or_gt_of_ne hne with h | h
  · -- too small a scaling: the lower bound is sent too high
    apply lt_max_of_lt_left
    have hd := newtonStep_sub hm ha hk ha
    have h1 : m * a - k * a < 0 := sub_neg.2 (mul_lt_mul_of_pos_right h ha)
    have h2 : m * a * (k * a) - 1 < 0 := by
      have h3 : 0 < (k - m) * (k * a ^ 2) := mul_pos (sub_pos.2 h) (by positivity)
      have h4 : 0 ≤ k ^ 2 * a * (b - a) := mul_nonneg (by positivity) (sub_nonneg.2 hab)
      linarith
    have h5 := div_pos (mul_pos_of_neg_of_neg h1 h2)
      (show 0 < 2 * (m * a * (k * a)) by positivity)
    linarith
  · -- too large a scaling: the upper bound is sent too high
    apply lt_max_of_lt_right
    have hd := newtonStep_sub hm hb hk hb
    have h1 : 0 < m * b - k * b := sub_pos.2 (mul_lt_mul_of_pos_right h hb)
    have h2 : 0 < m * b * (k * b) - 1 := by
      have h3 : 0 < (m - k) * (k * b ^ 2) := mul_pos (sub_pos.2 h) (by positivity)
      have h4 : 0 ≤ k ^ 2 * b * (b - a) := mul_nonneg (by positivity) (sub_nonneg.2 hab)
      linarith
    have h5 := div_pos (mul_pos h1 h2) (show 0 < 2 * (m * b * (k * b)) by positivity)
    linarith
```

The main theorem joins the image to the lower bound, treating $m=k$ separately. The scaling is optimal for the interval, given only its two bounds; for a particular spectrum inside it, another $m$ may do better. When $a=b$, the image is the single point 1.

Positivity of $m$ matters. For $a=1$, $b=4$ we have $W=5/4$, but $m=-1/2$ gives $-5/4$ at both endpoints, so the larger value lies below $W$.

```lean
/-- Optimal scaling: `optScale a b` sends `[a, b]` onto `[1, worstValue a b]`, and every
positive scaling reaches at least `worstValue a b` at `a` or at `b`. -/
theorem optimal_scaling {a b : ℝ} (ha : 0 < a) (hab : a ≤ b) :
    newtonStep (optScale a b) '' Icc a b = Icc 1 (worstValue a b) ∧
      ∀ m : ℝ, 0 < m → worstValue a b ≤ max (newtonStep m a) (newtonStep m b) := by
  refine ⟨image_newtonStep ha hab, fun m hm => ?_⟩
  by_cases h : m = optScale a b
  · rw [h, (newtonStep_endpoints ha (ha.trans_le hab)).1]
    exact le_max_left _ _
  · exact (worstValue_lt_of_ne ha hab hm h).le
```

## Levels on both sides of the chemical potential

The last theorem takes an invertible `H`, expressed by `IsUnit H.det`, and a vector with $Hv=xv$ for a real $x$ satisfying $a\le|x|\le b$. It concludes that the optimally scaled step multiplies $v$ by $f_k(x)$, and that $1\le|f_k(x)|\le W$. `H` need not be Hermitian, and `v` need not be normalised; the equation describes an eigenvector when $v\ne0$. The statement concerns one step in exact arithmetic, and the bounds $a$ and $b$ are assumed known. Convergence under repetition is a separate question.

The lower bound on $|x|$ has to be a true one. With $a=1$, $b=4$, and hence $k=1/2$, a level at $x=1/4$ inside the supposed gap is sent to $65/16$, far above $W=5/4$.

In the proof, `hinv` is $H^{-1}v=x^{-1}v$, after which the two sides are compared component by component. The bound on the modulus comes from applying the image theorem to $|x|$ and then using oddness when $x$ is negative.

```lean
/-- For an invertible matrix `H`, an eigenvector with real eigenvalue `x`, `a ≤ |x| ≤ b`, is
an eigenvector of the optimally scaled step, and the modulus of its new eigenvalue lies in
`[1, worstValue a b]`. -/
theorem matrixStep_eigenvector {n : Type*} [Fintype n] [DecidableEq n] {a b x : ℝ}
    (ha : 0 < a) (hx : |x| ∈ Icc a b) {H : Matrix n n ℂ} (hH : IsUnit H.det)
    {v : n → ℂ} (hv : H *ᵥ v = (x : ℂ) • v) :
    matrixStep (optScale a b) H *ᵥ v = (newtonStep (optScale a b) x : ℂ) • v ∧
      |newtonStep (optScale a b) x| ∈ Icc 1 (worstValue a b) := by
  constructor
  · have hx0 : (x : ℂ) ≠ 0 :=
      Complex.ofReal_ne_zero.2 (abs_pos.1 (ha.trans_le hx.1))
    -- multiplying `H⁻¹ *ᵥ v` by `x` gives back `v`
    have h1 : (x : ℂ) • (H⁻¹ *ᵥ v) = v := by
      rw [← Matrix.mulVec_smul, ← hv, Matrix.mulVec_mulVec, Matrix.nonsing_inv_mul H hH,
        Matrix.one_mulVec]
    have hinv : H⁻¹ *ᵥ v = (x : ℂ)⁻¹ • v := by
      calc H⁻¹ *ᵥ v = (x : ℂ)⁻¹ • ((x : ℂ) • (H⁻¹ *ᵥ v)) := (inv_smul_smul₀ hx0 _).symm
        _ = (x : ℂ)⁻¹ • v := by rw [h1]
    unfold matrixStep
    rw [Matrix.smul_mulVec, Matrix.add_mulVec, Matrix.smul_mulVec, Matrix.smul_mulVec,
      hv, hinv]
    ext i
    simp only [Pi.smul_apply, Pi.add_apply, smul_eq_mul, newtonStep]
    push_cast
    ring
  · have hmem : newtonStep (optScale a b) |x| ∈ Icc 1 (worstValue a b) := by
      rw [← image_newtonStep ha (hx.1.trans hx.2)]
      exact mem_image_of_mem _ hx
    -- oddness carries the bound to levels below zero
    rcases le_total 0 x with h | h
    · rw [abs_of_nonneg h] at hmem
      rwa [abs_of_nonneg (zero_le_one.trans hmem.1)]
    · rw [abs_of_nonpos h, newtonStep_neg] at hmem
      rwa [abs_of_nonpos (by linarith [hmem.1])]

end

end ScaledNewtonSign
```

```lean
#print axioms ScaledNewtonSign.one_le_newtonStep
#print axioms ScaledNewtonSign.optimal_scaling
#print axioms ScaledNewtonSign.matrixStep_eigenvector
```

```
'ScaledNewtonSign.one_le_newtonStep' depends on axioms: [propext, Classical.choice, Quot.sound]
'ScaledNewtonSign.optimal_scaling' depends on axioms: [propext, Classical.choice, Quot.sound]
'ScaledNewtonSign.matrixStep_eigenvector' depends on axioms: [propext, Classical.choice, Quot.sound]
```
